# Quadratic convergence of Hall's bond-order iteration to an orthogonal matrix when $\lVert I-X_0^{\mathsf T}X_0\rVert<1$

## Bond orders in an alternant hydrocarbon

In the Hückel model of an alternant hydrocarbon, the carbon atoms fall into two sets, starred and unstarred, and only atoms of different sets are bonded. Suppose that each set has $m$ atoms. With energies measured from $\alpha$ in units of $\beta$, the Hamiltonian and the ground-state charge and bond-order matrix have the block forms

$$
H=\begin{pmatrix}0&B\\B^{\mathsf T}&0\end{pmatrix},\qquad
P=\begin{pmatrix}I&U\\U^{\mathsf T}&I\end{pmatrix},
$$

provided that there are $2m$ electrons and no nonbonding orbitals. The block $U$ holds the bond orders between starred and unstarred atoms. Double occupation of orthonormal orbitals makes $P/2$ a projector, and for a matrix of this form that means exactly that $U$ is orthogonal.

Can $U$ be found without diagonalising $H$? Hall's iteration starts from a positive multiple of $B$ and repeatedly corrects it towards orthogonality, using only products and linear combinations of matrices. The question is how fast the defect disappears.

## The iteration and its error bound

Let $X_0$ be a real square matrix, and define

$$
X_{k+1}=\tfrac12X_k(3I-X_k^{\mathsf T}X_k),\qquad E_k=I-X_k^{\mathsf T}X_k .
$$

The norm $\lVert\cdot\rVert$ is the operator norm belonging to the Euclidean length of vectors. There are two main results.

- If $\lVert E_0\rVert\le q\le1$, then $\lVert E_k\rVert\le q^{2^k}$ for every $k$.
- If $\lVert E_0\rVert\le q<1$, then $X_k$ converges to a matrix $U$ with $U^{\mathsf T}U=I$, and $\lVert X_k-U\rVert\le q^{2^k}/(1-q)$ for every $k$.

The condition on $E_0$ says that the squared singular values of $X_0$ lie between $1-q$ and $1+q$. If $X_0=cB$, these singular values are $|c|$ times the absolute orbital energies in the units above. The condition with $q<1$ therefore demands a suitable scaling and excludes nonbonding orbitals: a vector $v\neq0$ with $Bv=0$ gives $E_0v=v$, hence $\lVert E_0\rVert\ge1$.

## Why the linear error term cancels

Drop the index $k$, and write $X'$ and $E'$ for the matrices after one step. Since $X^{\mathsf T}X=I-E$, the bracket in the update is $3I-X^{\mathsf T}X=2I+E$, so

$$
X'=\tfrac12X(2I+E)=X+\tfrac12XE .
$$

The matrix $E$ is symmetric, and all factors below are polynomials in $E$, so they commute:

$$
X'^{\mathsf T}X'=\tfrac14(2I+E)(I-E)(2I+E)
=\tfrac14(4I-3E^2-E^3).
$$

Subtracting from $I$ gives

$$
E'=\tfrac14(3E^2+E^3).
$$

With $e=\lVert E\rVert$, the triangle inequality and submultiplicativity give $\lVert E'\rVert\le e^2(3+e)/4$. For $e\le1$ this is at most $e^2$. Starting from $\lVert E_0\rVert\le q\le1$, induction yields

$$
\lVert E_{k+1}\rVert\le\lVert E_k\rVert^2\le\bigl(q^{2^k}\bigr)^2=q^{2^{k+1}} .
$$

## From a small defect to a limit

A vanishing defect does not by itself show that the matrices settle down, so the corrections must be bounded too. When $\lVert E\rVert\le1$,

$$
\lVert X\rVert^2=\lVert X^{\mathsf T}X\rVert=\lVert I-E\rVert\le2,
$$

and therefore $\lVert X'-X\rVert\le\tfrac12\lVert X\rVert\lVert E\rVert\le\lVert E\rVert$.

Now let $q<1$ and fix $k$. For $j\ge0$ we have $2^{j+k}\ge2^k(1+j)\ge2^k+j$, so

$$
\lVert X_{j+k+1}-X_{j+k}\rVert\le q^{2^{j+k}}\le q^{2^k}q^j .
$$

The right-hand side is a geometric series in $j$ with sum $q^{2^k}/(1-q)$. The sequence is thus Cauchy and has a limit $U$, and the sum bounds the distance from $X_k$ to $U$. Since $I-X^{\mathsf T}X$ depends continuously on $X$, and $E_k\to0$, we get $U^{\mathsf T}U=I$.

At $q=1$ convergence to an orthogonal matrix can fail. The zero matrix has $E_0=I$ and is never moved by the iteration; in dimension at least one it is not orthogonal.

## What the Lean statements say

The type `Matrix n n ℝ` holds real square matrices whose rows and columns are labelled by a finite type `n`. For the hydrocarbon, this means that starred and unstarred atoms have been numbered by the same labels. The update is `hallStep`, the sequence $X_k$ is `hallIter X₀ k`, and the defect is `orthError`, so $E_k$ is `orthError (hallIter X₀ k)`. Opening `Matrix.Norms.L2Operator` selects the Euclidean operator norm.

The theorem `norm_orthError_hallIter_le` is the first result, with hypotheses `hq : q ≤ 1` and `h₀ : ‖orthError X₀‖ ≤ q`. The second is `hallIter_converges`, where `Tendsto (hallIter X₀) atTop (𝓝 U)` expresses $X_k\to U$. Nonnegativity of $q$ is not assumed, because it follows from `h₀`.

No Hamiltonian appears in the file: $X_0$ is any matrix satisfying the norm condition. The theorems establish that the limit is orthogonal, but they do not identify it as the ground-state bond-order block. Orthogonality alone cannot do so, since every orthogonal block makes $P/2$ a projector. For $X_0=cB$ with $c>0$ and $\lVert E_0\rVert<1$, the identification can be proved separately from the singular value decomposition of $B$; with $c<0$ the limit is the negative of the ground-state block. The entries are real numbers, so floating-point rounding is not modelled.

For the non-interacting Hückel model with equal atom sets, the second result also gives a stopping criterion. Taking $X_k$ as the starting matrix shows that if $d=\lVert E_k\rVert<1$, then $X_k$ lies within $d/(1-d)$ of the orthogonal limit $U$.

## The complete Lean file

```lean
import Mathlib

open Matrix Filter Topology
open scoped Matrix.Norms.L2Operator

namespace HallBondOrderIteration

noncomputable section

variable {n : Type*} [Fintype n] [DecidableEq n]

/-- One step of Hall's bond-order iteration, `X ↦ X (3 I - Xᵀ X) / 2`. -/
def hallStep (X : Matrix n n ℝ) : Matrix n n ℝ :=
  (1 / 2 : ℝ) • (X * ((3 : ℝ) • (1 : Matrix n n ℝ) - Xᵀ * X))

/-- The sequence of matrices generated by Hall's iteration from the start `X₀`. -/
def hallIter (X₀ : Matrix n n ℝ) : ℕ → Matrix n n ℝ
  | 0 => X₀
  | k + 1 => hallStep (hallIter X₀ k)

/-- The deviation of a matrix from orthogonality, `E = I - Xᵀ X`. -/
def orthError (X : Matrix n n ℝ) : Matrix n n ℝ := 1 - Xᵀ * X

/-- The error after one step is an exact polynomial in the old error,
`E' = (3 E² + E³) / 4`, with no linear term. -/
theorem orthError_hallStep (X : Matrix n n ℝ) :
    orthError (hallStep X) = (1 / 4 : ℝ) •
      ((3 : ℝ) • (orthError X * orthError X) + orthError X * orthError X * orthError X) := by
  have ht : (hallStep X)ᵀ =
      (1 / 2 : ℝ) • (((3 : ℝ) • (1 : Matrix n n ℝ) - Xᵀ * X) * Xᵀ) := by
    simp only [hallStep, transpose_smul, transpose_mul, transpose_sub, transpose_one,
      transpose_transpose]
  -- the new overlap matrix depends on the old one only
  have hp : (hallStep X)ᵀ * hallStep X = (1 / 4 : ℝ) •
      (((3 : ℝ) • (1 : Matrix n n ℝ) - Xᵀ * X) * (Xᵀ * X) *
        ((3 : ℝ) • (1 : Matrix n n ℝ) - Xᵀ * X)) := by
    rw [ht, hallStep, smul_mul_assoc, mul_smul_comm, smul_smul]
    congr 1
    · norm_num
    · simp only [Matrix.mul_assoc]
  unfold orthError
  rw [hp]
  generalize Xᵀ * X = S
  simp only [sub_mul, mul_sub, smul_mul_assoc, mul_smul_comm, mul_one, one_mul, mul_assoc]
  module

/-- In operator norm, one step takes an error of size `e` to one of size at most
`e² (3 + e) / 4`. -/
theorem norm_orthError_hallStep_le (X : Matrix n n ℝ) :
    ‖orthError (hallStep X)‖ ≤ ‖orthError X‖ ^ 2 * (3 + ‖orthError X‖) / 4 := by
  rw [orthError_hallStep]
  generalize orthError X = E
  have h1 : ‖E * E‖ ≤ ‖E‖ * ‖E‖ := norm_mul_le _ _
  have h2 : ‖E * E * E‖ ≤ ‖E‖ * ‖E‖ * ‖E‖ :=
    (norm_mul_le _ _).trans (mul_le_mul_of_nonneg_right h1 (norm_nonneg _))
  have h3 := norm_add_le ((3 : ℝ) • (E * E)) (E * E * E)
  rw [norm_smul (3 : ℝ) (E * E), Real.norm_of_nonneg (by norm_num : (0 : ℝ) ≤ 3)] at h3
  rw [norm_smul, Real.norm_of_nonneg (by norm_num : (0 : ℝ) ≤ 1 / 4)]
  nlinarith

/-- Quadratic decay of the error: if the initial error has operator norm at most `q ≤ 1`,
then after `k` steps it is at most `q ^ (2 ^ k)`. -/
theorem norm_orthError_hallIter_le (X₀ : Matrix n n ℝ) {q : ℝ} (hq : q ≤ 1)
    (h₀ : ‖orthError X₀‖ ≤ q) (k : ℕ) :
    ‖orthError (hallIter X₀ k)‖ ≤ q ^ (2 ^ k) := by
  have hq0 : 0 ≤ q := (norm_nonneg _).trans h₀
  induction k with
  | zero => simpa [hallIter] using h₀
  | succ k ih =>
    have he0 := norm_nonneg (orthError (hallIter X₀ k))
    have he1 : ‖orthError (hallIter X₀ k)‖ ≤ 1 := ih.trans (pow_le_one₀ hq0 hq)
    have hs := norm_orthError_hallStep_le (hallIter X₀ k)
    have hsq := pow_le_pow_left₀ he0 ih 2
    have hm := mul_nonneg (sq_nonneg ‖orthError (hallIter X₀ k)‖) (sub_nonneg.2 he1)
    rw [pow_succ 2 k, pow_mul]
    change ‖orthError (hallStep (hallIter X₀ k))‖ ≤ _
    nlinarith

/-- When the error has operator norm at most one, the correction made by one step
is no larger in norm than the error. -/
theorem norm_hallStep_sub_le (X : Matrix n n ℝ) (h : ‖orthError X‖ ≤ 1) :
    ‖hallStep X - X‖ ≤ ‖orthError X‖ := by
  have hd : hallStep X - X = (1 / 2 : ℝ) • (X * orthError X) := by
    unfold hallStep orthError
    simp only [mul_sub, mul_smul_comm, mul_one]
    module
  have hone : ‖(1 : Matrix n n ℝ)‖ ≤ 1 := by
    have h1 := Matrix.l2_opNorm_conjTranspose_mul_self (1 : Matrix n n ℝ)
    rw [conjTranspose_one, Matrix.one_mul] at h1
    by_contra hc
    nlinarith [not_le.1 hc]
  -- the norm of X is controlled by that of its overlap matrix I - E
  have hX : ‖X‖ ≤ 2 := by
    have h1 := Matrix.l2_opNorm_conjTranspose_mul_self X
    have h2 : Xᴴ * X = 1 - orthError X := by
      rw [conjTranspose_eq_transpose_of_trivial, orthError, sub_sub_cancel]
    rw [h2] at h1
    have h3 := norm_sub_le (1 : Matrix n n ℝ) (orthError X)
    by_contra hc
    nlinarith [not_le.1 hc]
  have hm := norm_mul_le X (orthError X)
  have hb := mul_le_mul_of_nonneg_right hX (norm_nonneg (orthError X))
  rw [hd, norm_smul, Real.norm_of_nonneg (by norm_num : (0 : ℝ) ≤ 1 / 2)]
  linarith

/-- If the initial error has operator norm at most `q < 1`, Hall's iteration converges to an
orthogonal matrix `U`, and after `k` steps its distance from `U` is at most
`q ^ (2 ^ k) / (1 - q)`. -/
theorem hallIter_converges (X₀ : Matrix n n ℝ) {q : ℝ} (hq : q < 1)
    (h₀ : ‖orthError X₀‖ ≤ q) :
    ∃ U : Matrix n n ℝ, Uᵀ * U = 1 ∧ Tendsto (hallIter X₀) atTop (𝓝 U) ∧
      ∀ k, ‖hallIter X₀ k - U‖ ≤ q ^ (2 ^ k) / (1 - q) := by
  have hq0 : 0 ≤ q := (norm_nonneg _).trans h₀
  have hE := norm_orthError_hallIter_le X₀ hq.le h₀
  -- from step k on, the corrections are dominated by a geometric series
  have hstep : ∀ k j, dist (hallIter X₀ (j + k)) (hallIter X₀ (j + 1 + k)) ≤
      q ^ (2 ^ k) * q ^ j := by
    intro k j
    have hexp : 2 ^ k + j ≤ 2 ^ (j + k) := by
      have h1 : j + 1 ≤ 2 ^ j := Nat.lt_two_pow_self
      have h2 : 1 ≤ 2 ^ k := Nat.one_le_two_pow
      rw [pow_add]
      nlinarith [Nat.mul_le_mul_right (2 ^ k) h1, Nat.mul_le_mul_left j h2]
    have hidx : j + 1 + k = (j + k) + 1 := by omega
    rw [hidx, dist_comm, dist_eq_norm, ← pow_add]
    exact (norm_hallStep_sub_le _ ((hE _).trans (pow_le_one₀ hq0 hq.le))).trans
      ((hE _).trans (pow_le_pow_of_le_one hq0 hq.le hexp))
  have hc : CauchySeq (hallIter X₀) :=
    cauchySeq_of_le_geometric q (q ^ (2 ^ 0)) hq (fun j => hstep 0 j)
  have : CompleteSpace (Matrix n n ℝ) := FiniteDimensional.complete ℝ _
  obtain ⟨U, hU⟩ := cauchySeq_tendsto_of_complete hc
  refine ⟨U, ?_, hU, fun k => ?_⟩
  · -- the error vanishes in the limit
    have hcont : Continuous (fun X : Matrix n n ℝ => orthError X) := by
      unfold orthError
      exact continuous_const.sub (continuous_id.matrix_transpose.matrix_mul continuous_id)
    have hl : Tendsto (fun k => orthError (hallIter X₀ k)) atTop (𝓝 (orthError U)) :=
      (hcont.tendsto U).comp hU
    have hz : Tendsto (fun k => orthError (hallIter X₀ k)) atTop (𝓝 0) :=
      squeeze_zero_norm
        (fun k => (hE k).trans (pow_le_pow_of_le_one hq0 hq.le Nat.lt_two_pow_self.le))
        (tendsto_pow_atTop_nhds_zero_of_lt_one hq0 hq)
    exact (sub_eq_zero.1 (tendsto_nhds_unique hl hz)).symm
  · have hs : Tendsto (fun j => hallIter X₀ (j + k)) atTop (𝓝 U) :=
      hU.comp (tendsto_add_atTop_nat k)
    have hd := dist_le_of_le_geometric_of_tendsto₀ q (q ^ (2 ^ k)) hq (hstep k) hs
    simpa only [zero_add, dist_eq_norm] using hd

/-- Started from the zero matrix, Hall's iteration stays there, and its error is the
identity at every step. -/
theorem hallIter_zero_start (k : ℕ) :
    hallIter (0 : Matrix n n ℝ) k = 0 ∧
      orthError (hallIter (0 : Matrix n n ℝ) k) = 1 := by
  have h : hallIter (0 : Matrix n n ℝ) k = 0 := by
    induction k with
    | zero => rfl
    | succ k ih => rw [hallIter, ih, hallStep, Matrix.zero_mul, smul_zero]
  refine ⟨h, ?_⟩
  rw [h, orthError, Matrix.mul_zero, sub_zero]

end

end HallBondOrderIteration
```

```lean
#print axioms HallBondOrderIteration.hallIter_converges
-- 'HallBondOrderIteration.hallIter_converges' depends on axioms: [propext, Classical.choice, Quot.sound]
#print axioms HallBondOrderIteration.hallIter_zero_start
-- 'HallBondOrderIteration.hallIter_zero_start' depends on axioms: [propext, Classical.choice, Quot.sound]
```

## How the lemmas carry the argument

**The error recursion.** `orthError_hallStep` proves $E'=(3E^2+E^3)/4$. It first computes the transpose of the new matrix (`ht`) and then the product $X'^{\mathsf T}X'$ (`hp`), which depends on $X$ only through $X^{\mathsf T}X$. The code comments call such a product an overlap matrix; it is not the overlap of atomic orbitals. The line `generalize Xᵀ * X = S` replaces that product by a single matrix $S$. What remains is a polynomial identity in $S$, which is expanded by `simp only` and settled by `module`.

**The quadratic bound.** `norm_orthError_hallStep_le` bounds $\lVert E^2\rVert$ and $\lVert E^3\rVert$ by submultiplicativity in `h1` and `h2`, and applies the triangle inequality in `h3`. The induction in `norm_orthError_hallIter_le` then uses two facts: `hsq` squares the induction hypothesis, and `hm` states $e^2(1-e)\ge0$, which is what reduces $e^2(3+e)/4$ to $e^2$. The final `nlinarith` combines them.

**The size of a correction.** In `norm_hallStep_sub_le`, `hd` is the identity $X'-X=\tfrac12XE$. The relation $\lVert X^{\mathsf T}X\rVert=\lVert X\rVert^2$ enters through `Matrix.l2_opNorm_conjTranspose_mul_self`. The code settles for $\lVert X\rVert\le2$, which is weaker than the $\sqrt2$ found above but still sufficient, because the factor $\tfrac12$ absorbs it. It also uses only $\lVert I\rVert\le1$, which covers the empty matrix, whose norm is zero.

**The limit.** In `hallIter_converges`, `hexp` is the inequality $2^k+j\le2^{j+k}$, and `hstep` is the geometric bound on the corrections from step $k$ onwards. Taking $k=0$ gives the Cauchy property, and completeness of the finite-dimensional matrix space supplies $U$. The orthogonality of $U$ comes from computing the limit of $E_k$ twice: continuity gives the defect of $U$ (`hl`), the error bound gives zero (`hz`), and limits are unique. The distance estimate applies `dist_le_of_le_geometric_of_tendsto₀` to the sequence shifted by $k$.

**The fixed point at zero.** `hallIter_zero_start` shows by induction that the zero matrix stays zero, and then evaluates its defect as the identity.
